# The first-order equation for an unperturbed eigenbasis state is solvable exactly when the perturbation does not couple it to other states of the same energy

In a finite basis, let `H0` be diagonal with real energies `E k`, and let the perturbation `V` be any complex matrix, not necessarily Hermitian. The theorem `firstOrder_solvable_iff` says that the first-order equation (H0 − E_j) x = (V_jj − V) b_j for the correction x to the basis state b_j has a solution if and only if V_kj = 0 for every k ≠ j with E_k = E_j. Levels may be degenerate, and x is not required to be orthogonal to b_j. The proof works in components: one direction reads the equation at such a k, and the other gives a solution explicitly, dividing by the energy differences where they are non-zero.

This version doesn't compile in Lean 4 with Mathlib:

```lean
import Mathlib

open Matrix

namespace FirstOrderSolvableIff

noncomputable section

variable {n : Type*} [Fintype n] [DecidableEq n]

/-- The unperturbed Hamiltonian, diagonal with real energies `E k`. -/
def H0 (E : n → ℝ) : Matrix n n ℂ := Matrix.diagonal fun k => (E k : ℂ)

/-- The first-order equation `(H0 - E j) x = (V j j - V) b_j` for the correction `x` to the
basis state `b_j`. -/
def FirstOrder (E : n → ℝ) (V : Matrix n n ℂ) (j : n) (x : n → ℂ) : Prop :=
  H0 E *ᵥ x - (E j : ℂ) • x = V j j • Pi.single j (1 : ℂ) - V *ᵥ Pi.single j (1 : ℂ)

/-- The first-order equation written in components. -/
theorem firstOrder_iff (E : n → ℝ) (V : Matrix n n ℂ) (j : n) (x : n → ℂ) :
    FirstOrder E V j x ↔ ∀ k, ((E k : ℂ) - (E j : ℂ)) * x k =
      V j j * (if k = j then 1 else 0) - V k j := by
  simp only [FirstOrder, funext_iff, H0, Pi.sub_apply, Pi.smul_apply, smul_eq_mul,
    Matrix.mulVec_diagonal, Matrix.mulVec_single_one, Matrix.col_apply, Pi.single_apply, sub_mul]

/-- The first-order equation for `b_j` has a solution exactly when `V` does not couple `b_j`
to the other states of its level. -/
theorem firstOrder_solvable_iff (E : n → ℝ) (V : Matrix n n ℂ) (j : n) :
    (∃ x, FirstOrder E V j x) ↔ ∀ k, E k = E j → k ≠ j → V k j = 0 := by
  constructor
  · rintro ⟨x, hx⟩ k hk hkj
    have h := (firstOrder_iff E V j x).1 hx k
    rw [hk, if_neg hkj] at h
    linear_combination -h
  · intro h
    refine ⟨fun k => -V k j / ((E k : ℂ) - (E j : ℂ)), (firstOrder_iff E V j _).2 fun k => ?_⟩
    by_cases hk : E k = E j
    · by_cases hkj : k = j
      · rw [hkj]; simp
      · simp [hk, hkj, h k hk hkj]
    · have hne : (E k : ℂ) - (E j : ℂ) ≠ 0 := sub_ne_zero.2 (by exact_mod_cast hk)
      have hkj : k ≠ j := fun e => hk (by rw [e])
      have hc := div_mul_cancel₀ (-V k j) hne
      rw [if_neg hkj]
      linear_combination hc

end

end FirstOrderSolvableIff
```

The error:

```
Main.lean:34:4: error: ring failed, ring expressions not equal
n : Type u_1
inst✝¹ : Fintype n
inst✝ : DecidableEq n
E : n → ℝ
V : Matrix n n ℂ
j : n
x : n → ℂ
hx : FirstOrder E V j x
k : n
hk : E k = E j
hkj : k ≠ j
h : (↑(E j) - ↑(E j)) * x k = V j j * 0 - V k j
⊢ V k j * 2 = 0
```

Diagnosis. The error is a wrong sign in the direction from solvability to vanishing coupling. After the rewrite, `h` reads `(↑(E j) - ↑(E j)) * x k = V j j * 0 - V k j`, which amounts to 0 = −V_kj, and the goal is `V k j = 0`.

`linear_combination` subtracts the two sides of the combination it is given from those of the goal, and asks `ring` to show that what is left is zero. The left side of `h` minus its right side is V_kj, because the minus sign in front of `V k j` is cancelled by the subtraction. With `-h` the two terms therefore add instead of cancelling, and this is the `V k j * 2 = 0` in the message, which `ring` cannot prove.

With `h` in place of `-h`, the remainder is V_kj − V_kj, which is zero, and the step closes.

Lean accepts the file once it reads:

```diff
@@ -32,5 +32,5 @@
     have h := (firstOrder_iff E V j x).1 hx k
     rw [hk, if_neg hkj] at h
-    linear_combination -h
+    linear_combination h
   · intro h
     refine ⟨fun k => -V k j / ((E k : ℂ) - (E j : ℂ)), (firstOrder_iff E V j _).2 fun k => ?_⟩
```
